# In a charged mirror-symmetric slab with linear screening, the charge fraction of the two outermost layers tends to $1-e^{-\kappa}$ as the slab thickens

Take a charged slab of three layers with charges $s_{-1}, s_0, s_1$. Suppose that the middle layer obeys the screening equation $s_1+s_{-1}=2\cosh(\kappa)\,s_0$ with $\kappa>0$, and that the two faces are equivalent, so $s_{-1}=s_1$. Then $s_1=s_0\cosh\kappa$, and the share of the total charge on the two outer layers is

$$\frac{2\cosh\kappa}{1+2\cosh\kappa}.$$

With one more layer on each side, the equation at layer 1 gives $s_2=2\cosh(\kappa)\,s_1-s_0=s_0(2\cosh^2\kappa-1)=s_0\cosh 2\kappa$. Symmetry and the screening equation at the midplane together fix the first step outwards, and the equation at the other interior layers fixes all later ones.

## Layers, screening and symmetry

A slab has $2M+1$ layers, numbered $j=-M,\dots,M$, and $s_j$ is the excess charge of layer $j$, for instance per lateral unit cell. At every interior layer, $|j|<M$,

$$s_{j+1}+s_{j-1}=2\cosh(\kappa)\,s_j .$$

Subtracting $2s_j$ turns this into $s_{j+1}-2s_j+s_{j-1}=4\sinh^2(\kappa/2)\,s_j$, a discrete form of the linear screening law $\rho''=\rho/\lambda^2$ for an excess charge density $\rho$ that varies only across the slab, with screening length $\lambda$. The constant $\kappa$ stands for the rate, per layer, at which excess charge decays into the material. It is postulated here, together with the equation, and not derived from electrostatics or from an electronic-structure model.

In Lean a profile is a function `s : ℤ → ℝ`. The field `balance` is the screening equation and `mirror` is the symmetry of all layers about the midplane, which makes the two faces equivalent. Neither restricts `s` beyond the slab, and no separate equation is imposed on the end layers.

```lean
import Mathlib

open Real Filter Topology

namespace ChargedSlabLayers

noncomputable section

/-- Layer charges `s j` of a slab with layers `-M, …, M`: they obey the discrete screening
equation at every interior layer and are symmetric about the midplane. -/
structure IsSlabProfile (κ : ℝ) (M : ℕ) (s : ℤ → ℝ) : Prop where
  balance : ∀ j : ℤ, |j| < (M : ℤ) → s (j + 1) + s (j - 1) = 2 * cosh κ * s j
  mirror : ∀ j : ℤ, |j| ≤ (M : ℤ) → s (-j) = s j
```

The total charge is $Q_M=\sum_{j=-M}^{M}s_j$.

```lean
/-- The total charge of the layers `-M, …, M`. -/
def totalCharge (s : ℤ → ℝ) (M : ℕ) : ℝ := ∑ j ∈ Finset.Icc (-(M : ℤ)) (M : ℤ), s j
```

The combined charge of the $n$ outermost layers on each face, summed over both faces, is

$$O_n=\sum_{k=0}^{n-1}\bigl(s_{M-k}+s_{-(M-k)}\bigr).$$

For $n\le M$ this counts $n$ distinct mirror pairs and never reaches the midplane.

```lean
/-- The charge of the `n` outermost layers on each face, summed over both faces, for `n ≤ M`. -/
def outerCharge (s : ℤ → ℝ) (M n : ℕ) : ℝ :=
  ∑ k ∈ Finset.range n, (s ((M : ℤ) - k) + s (-((M : ℤ) - k)))
```

## The profile is a hyperbolic cosine

For any real $x$, the addition theorem gives

$$\cosh(\kappa x\pm\kappa)=\cosh\kappa x\cosh\kappa\pm\sinh\kappa x\sinh\kappa .$$

Adding the two cases cancels the products of hyperbolic sines and leaves $2\cosh\kappa\cosh\kappa x$. So $\cosh\kappa j$ solves the screening equation.

```lean
/-- The hyperbolic cosine solves the discrete screening equation. -/
theorem cosh_step (κ x : ℝ) :
    cosh (κ * (x + 1)) + cosh (κ * (x - 1)) = 2 * cosh κ * cosh (κ * x) := by
  rw [mul_add, mul_sub, mul_one, cosh_add, cosh_sub]
  ring
```

It is also the only symmetric solution, up to its amplitude. As in the three-layer slab, $s_1=s_0\cosh\kappa$. If layers $k$ and $k+1$ follow the cosine and $k+2\le M$, the equation at layer $k+1$ gives

$$s_{k+2}=s_0\bigl[2\cosh\kappa\cosh\kappa(k+1)-\cosh\kappa k\bigr]=s_0\cosh\kappa(k+2).$$

Mirror symmetry supplies the negative layers. Conversely, any charges of the form $s_0\cosh\kappa j$ satisfy both conditions. The theorem states this equivalence for every real $\kappa$ and every $M$, including the single layer $M=0$.

In the proof, `key` carries two neighbouring layers through the induction, because the recurrence is of second order. The final `linear_combination` of its successor step subtracts the cosine identity, multiplied by $s_0$, from the balance equation.

```lean
/-- The layer charges form a symmetric screened profile exactly when they follow
`s j = s 0 * cosh (κ j)` throughout the slab. -/
theorem profile_iff (κ : ℝ) (M : ℕ) (s : ℤ → ℝ) :
    IsSlabProfile κ M s ↔ ∀ j : ℤ, |j| ≤ (M : ℤ) → s j = s 0 * cosh (κ * j) := by
  constructor
  · intro h
    -- march outwards from the midplane, carrying two neighbouring layers
    have key : ∀ k : ℕ, (k ≤ M → s (k : ℤ) = s 0 * cosh (κ * (k : ℝ))) ∧
        (k + 1 ≤ M → s ((k : ℤ) + 1) = s 0 * cosh (κ * ((k : ℝ) + 1))) := by
      intro k
      induction k with
      | zero =>
        refine ⟨fun _ => by simp, fun hk => ?_⟩
        -- mirror symmetry fixes the first step
        have b := h.balance 0 (abs_lt.mpr ⟨by omega, by omega⟩)
        have m := h.mirror 1 (abs_le.mpr ⟨by omega, by omega⟩)
        simp only [zero_add, zero_sub] at b
        simp only [Nat.cast_zero, zero_add, mul_one]
        linarith
      | succ k ih =>
        refine ⟨fun hk => ?_, fun hk => ?_⟩
        · have := ih.2 hk
          push_cast
          exact this
        · have b := h.balance ((k : ℤ) + 1) (abs_lt.mpr ⟨by omega, by omega⟩)
          have c := cosh_step κ ((k : ℝ) + 1)
          rw [add_sub_cancel_right, ih.2 (by omega), ih.1 (by omega)] at b
          rw [add_sub_cancel_right] at c
          push_cast
          linear_combination b - s 0 * c
    intro j hj
    obtain ⟨h1, h2⟩ := abs_le.mp hj
    obtain ⟨k, rfl | rfl⟩ := Int.eq_nat_or_neg j
    · rw [Int.cast_natCast]
      exact (key k).1 (by omega)
    · rw [h.mirror k (abs_le.mpr ⟨by omega, by omega⟩), (key k).1 (by omega),
        Int.cast_neg, Int.cast_natCast, mul_neg, cosh_neg]
  · intro h
    refine ⟨fun j hj => ?_, fun j hj => ?_⟩
    · obtain ⟨h1, h2⟩ := abs_lt.mp hj
      rw [h (j + 1) (abs_le.mpr ⟨by omega, by omega⟩),
        h (j - 1) (abs_le.mpr ⟨by omega, by omega⟩), h j hj.le]
      push_cast
      linear_combination s 0 * cosh_step κ j
    · rw [h (-j) (by rwa [abs_neg]), h j hj, Int.cast_neg, mul_neg, cosh_neg]
```

Symmetry is needed for this form. With $M=1$, the charges $s_{-1}=0$, $s_0=1$, $s_1=2\cosh\kappa$ satisfy the screening equation at the only interior layer, yet $s_1\neq\cosh\kappa$. The charge share of the two outer layers is nevertheless the same as in the symmetric case, since only their sum enters it.

Setting $s_j=\cosh\kappa j$, which has $s_0=1$, gives an explicit profile for each thickness.

```lean
/-- The charges `cosh (κ j)` form a symmetric screened profile in a slab of any thickness. -/
theorem cosh_profile_witness (κ : ℝ) (M : ℕ) :
    IsSlabProfile κ M (fun j => cosh (κ * j)) :=
  (profile_iff κ M _).mpr fun j _ => by simp
```

## Summing the charge pair by pair

Expanding $\sinh(\kappa x\pm\kappa/2)$ and subtracting gives

$$2\cosh(\kappa x)\sinh(\kappa/2)=\sinh\kappa(x+\tfrac12)-\sinh\kappa(x-\tfrac12).$$

At $x=j$ the left side is the charge of the mirror pair $\pm j$, apart from the factor $s_0\,/\sinh(\kappa/2)$. The right side is a difference between the outer and the inner edge of layer $j$, so neighbouring pairs telescope.

```lean
/-- The factor `2 * cosh (κ x)`, multiplied by `sinh (κ / 2)`, is a difference of hyperbolic sines
taken at `x + 1 / 2` and `x - 1 / 2`. -/
theorem pair_telescopes (κ x : ℝ) :
    2 * cosh (κ * x) * sinh (κ / 2) = sinh (κ * (x + 1 / 2)) - sinh (κ * (x - 1 / 2)) := by
  have e1 : κ * (x + 1 / 2) = κ * x + κ / 2 := by ring
  have e2 : κ * (x - 1 / 2) = κ * x - κ / 2 := by ring
  rw [e1, e2, sinh_add, sinh_sub]
  ring
```

For the total charge, start with the midplane, where $Q_0\sinh(\kappa/2)=s_0\sinh(\kappa/2)$. Adding the pair $\pm(m+1)$ raises $Q_m\sinh(\kappa/2)$ by $s_0[\sinh\kappa(m+\tfrac32)-\sinh\kappa(m+\tfrac12)]$. Hence

$$Q_M=s_0\,\frac{\sinh\kappa(M+\frac12)}{\sinh(\kappa/2)} .$$

The assumption $\kappa>0$ makes the divisor nonzero. The Lean induction runs over inner slabs $m\le M$ of one fixed profile. The equality `hI` splits off the two outermost layers, and `linear_combination t + s 0 * i` adds their telescoped contribution to the previous sum.

```lean
/-- Total charge of a symmetric screened slab with `κ > 0`, in terms of its central charge. -/
theorem totalCharge_eq {κ : ℝ} (hκ : 0 < κ) {M : ℕ} {s : ℤ → ℝ} (h : IsSlabProfile κ M s) :
    totalCharge s M = s 0 * sinh (κ * (M + 1 / 2)) / sinh (κ / 2) := by
  have hS : sinh (κ / 2) ≠ 0 := (sinh_pos_iff.mpr (by positivity)).ne'
  have key : ∀ m : ℕ, m ≤ M →
      totalCharge s m * sinh (κ / 2) = s 0 * sinh (κ * ((m : ℝ) + 1 / 2)) := by
    intro m
    induction m with
    | zero =>
      intro _
      have e : κ * (((0 : ℕ) : ℝ) + 1 / 2) = κ / 2 := by push_cast; ring
      rw [e]
      simp [totalCharge]
    | succ m ih =>
      intro hm
      -- split off the two outermost layers
      have hI : Finset.Icc (-((m + 1 : ℕ) : ℤ)) ((m + 1 : ℕ) : ℤ) =
          insert ((m : ℤ) + 1) (insert (-((m : ℤ) + 1)) (Finset.Icc (-(m : ℤ)) (m : ℤ))) := by
        ext j
        simp only [Finset.mem_insert, Finset.mem_Icc]
        omega
      have n1 : (m : ℤ) + 1 ∉ insert (-((m : ℤ) + 1)) (Finset.Icc (-(m : ℤ)) (m : ℤ)) := by
        simp only [Finset.mem_insert, Finset.mem_Icc]
        omega
      have n2 : -((m : ℤ) + 1) ∉ Finset.Icc (-(m : ℤ)) (m : ℤ) := by
        simp only [Finset.mem_Icc]
        omega
      have hj : |(m : ℤ) + 1| ≤ (M : ℤ) := abs_le.mpr ⟨by omega, by omega⟩
      have p := (profile_iff κ M s).mp h _ hj
      have i := pair_telescopes κ ((m : ℝ) + 1)
      have e : (m : ℝ) + 1 - 1 / 2 = m + 1 / 2 := by ring
      have t := ih (by omega)
      rw [e] at i
      push_cast at p
      unfold totalCharge at t ⊢
      rw [hI, Finset.sum_insert n1, Finset.sum_insert n2, h.mirror _ hj, p]
      push_cast
      linear_combination t + s 0 * i
  rw [eq_div_iff hS]
  exact key M le_rfl
```

The outer charge is summed inwards from the faces. The mirror pair $\pm(M-k)$ contributes the difference between the two edges of layer $M-k$, and for $n\le M$ the sum is

$$O_n\sinh(\kappa/2)=s_0\bigl[\sinh\kappa(M+\tfrac12)-\sinh\kappa(M+\tfrac12-n)\bigr].$$

Here the induction is on $n$, with one mirror pair added at each step. The statement keeps the factor $\sinh(\kappa/2)$ on the left, so it needs no condition on $\kappa$.

```lean
/-- Charge of the `n ≤ M` outermost layers on each face of a symmetric screened slab, summed over
both faces and multiplied by `sinh (κ / 2)`. -/
theorem outerCharge_mul {κ : ℝ} {M n : ℕ} {s : ℤ → ℝ} (h : IsSlabProfile κ M s)
    (hn : n ≤ M) : outerCharge s M n * sinh (κ / 2) =
      s 0 * (sinh (κ * (M + 1 / 2)) - sinh (κ * (M + 1 / 2 - n))) := by
  induction n with
  | zero => simp [outerCharge]
  | succ n ih =>
    have hj : |(M : ℤ) - n| ≤ (M : ℤ) := abs_le.mpr ⟨by omega, by omega⟩
    have p := (profile_iff κ M s).mp h _ hj
    have i := pair_telescopes κ ((M : ℝ) - n)
    have e1 : (M : ℝ) - n + 1 / 2 = M + 1 / 2 - n := by ring
    have e2 : (M : ℝ) - n - 1 / 2 = M + 1 / 2 - (n + 1) := by ring
    have t := ih (by omega)
    rw [e1, e2] at i
    push_cast at p
    unfold outerCharge at t ⊢
    rw [Finset.sum_range_succ, h.mirror _ hj, p]
    push_cast
    linear_combination t + s 0 * i
```

## The fraction at finite thickness

Write $a=\kappa(M+\tfrac12)$ and $b=\kappa n$. For $s_0\ne0$ the common factors cancel:

$$\frac{O_n}{Q_M}=1-\frac{\sinh(a-b)}{\sinh a}.$$

Now insert $\cosh a=e^{-a}+\sinh a$ and $\cosh b=e^{-b}+\sinh b$ into $\sinh(a-b)=\sinh a\cosh b-\cosh a\sinh b$. The products $\sinh a\sinh b$ cancel, which leaves $\sinh(a-b)=e^{-b}\sinh a-e^{-a}\sinh b$. Therefore

$$\frac{O_n}{Q_M}=1-e^{-\kappa n}+\frac{e^{-a}\sinh\kappa n}{\sinh a}\qquad(n\le M).$$

The last term is the finite-thickness correction, equal to $2\sinh(\kappa n)/(e^{\kappa(2M+1)}-1)$. For $\kappa=1$ and $n=1$, the three-layer slab has the fraction $0.755$, against a limit of $0.632$.

The central charge may have either sign. If it is zero, every layer is neutral and there is no charge to divide into fractions. In the proof, `hB` is the splitting of $\sinh(a-b)$, and the rewrites after it insert the two charge sums and cancel $\sinh(\kappa/2)$ and $s_0$.

```lean
/-- Exact combined charge fraction of the `n ≤ M` outermost layers on each of the two faces of a
symmetric screened slab, for `κ > 0` and nonzero central charge; the last term is the
finite-thickness correction. -/
theorem outer_fraction {κ : ℝ} (hκ : 0 < κ) {M n : ℕ} {s : ℤ → ℝ}
    (h : IsSlabProfile κ M s) (h0 : s 0 ≠ 0) (hn : n ≤ M) :
    outerCharge s M n / totalCharge s M = 1 - exp (-(κ * n)) +
      exp (-(κ * (M + 1 / 2))) * sinh (κ * n) / sinh (κ * (M + 1 / 2)) := by
  have hS : sinh (κ / 2) ≠ 0 := (sinh_pos_iff.mpr (by positivity)).ne'
  have hA : sinh (κ * ((M : ℝ) + 1 / 2)) ≠ 0 := (sinh_pos_iff.mpr (by positivity)).ne'
  have o := (eq_div_iff hS).mpr (outerCharge_mul h hn)
  -- separate the decaying exponential from the finite-size remainder
  have hB : sinh (κ * ((M : ℝ) + 1 / 2 - n)) = exp (-(κ * n)) * sinh (κ * (M + 1 / 2)) -
      exp (-(κ * (M + 1 / 2))) * sinh (κ * n) := by
    rw [mul_sub, sinh_sub, ← cosh_sub_sinh (κ * n), ← cosh_sub_sinh (κ * (M + 1 / 2))]
    ring
  have c : exp (-(κ * ((M : ℝ) + 1 / 2))) * sinh (κ * n) / sinh (κ * (M + 1 / 2)) *
      sinh (κ * (M + 1 / 2)) = exp (-(κ * (M + 1 / 2))) * sinh (κ * n) :=
    (eq_div_iff hA).mp rfl
  rw [o, totalCharge_eq hκ h, div_div_div_cancel_right₀ hS, mul_div_mul_left _ _ h0,
    div_eq_iff hA, hB]
  linear_combination -c
```

## The thick slab

Keep $\kappa$ and $n$ fixed and let $M$ grow. Then $a\to\infty$, so $e^{-a}\to0$, while $\sinh a\ge a$ also tends to infinity. The correction vanishes, and

$$\frac{O_n}{Q_M}\longrightarrow 1-e^{-\kappa n}.$$

In Lean, `s : ℕ → ℤ → ℝ` assigns a separate profile `s M` to each thickness, so the central charge may change with $M$ in size and sign, as long as it is never zero. The three limits `ha`, `hs` and `he` are those of $a$, $\sinh a$ and $e^{-a}$. The exact formula requires $n\le M$, which holds for all sufficiently large $M$; `eventually_ge_atTop n` supplies this.

```lean
/-- For symmetric screened slabs with `κ > 0` and nonzero central charges, the combined charge
fraction of the `n` outermost layers on each of the two faces tends to `1 - exp (-κ n)` as the slab
thickens. -/
theorem outer_fraction_tendsto {κ : ℝ} (hκ : 0 < κ) (n : ℕ) (s : ℕ → ℤ → ℝ)
    (h : ∀ M, IsSlabProfile κ M (s M)) (h0 : ∀ M, s M 0 ≠ 0) :
    Tendsto (fun M => outerCharge (s M) M n / totalCharge (s M) M) atTop
      (𝓝 (1 - exp (-(κ * n)))) := by
  have ha : Tendsto (fun M : ℕ => κ * ((M : ℝ) + 1 / 2)) atTop atTop :=
    Tendsto.const_mul_atTop hκ
      (tendsto_atTop_add_const_right _ _ tendsto_natCast_atTop_atTop)
  have hs : Tendsto (fun M : ℕ => sinh (κ * ((M : ℝ) + 1 / 2))) atTop atTop :=
    tendsto_atTop_mono (fun M => self_le_sinh_iff.mpr (by positivity)) ha
  have he : Tendsto (fun M : ℕ => exp (-(κ * ((M : ℝ) + 1 / 2)))) atTop (𝓝 0) :=
    tendsto_exp_neg_atTop_nhds_zero.comp ha
  -- the finite-thickness correction vanishes
  have hc := ((he.mul_const (sinh (κ * n))).div_atTop hs).const_add (1 - exp (-(κ * n)))
  rw [add_zero] at hc
  refine hc.congr' ?_
  filter_upwards [eventually_ge_atTop n] with M hM
  exact (outer_fraction hκ (h M) (h0 M) hM).symm
```

For $n=1$ the outer charge is $s_M+s_{-M}$, and the two outermost layers together hold a fraction that tends to $1-e^{-\kappa}$. Each face therefore carries half of that fraction.

```lean
/-- For symmetric screened slabs with `κ > 0` and nonzero central charges, the combined charge
fraction of the two outermost layers tends to `1 - exp (-κ)` as the slab thickens. -/
theorem outermost_pair_fraction_tendsto {κ : ℝ} (hκ : 0 < κ) (s : ℕ → ℤ → ℝ)
    (h : ∀ M, IsSlabProfile κ M (s M)) (h0 : ∀ M, s M 0 ≠ 0) :
    Tendsto (fun M : ℕ => (s M (M : ℤ) + s M (-(M : ℤ))) / totalCharge (s M) M) atTop
      (𝓝 (1 - exp (-κ))) := by
  simpa [outerCharge] using outer_fraction_tendsto hκ 1 s h h0

end

end ChargedSlabLayers
```

```lean
#print axioms ChargedSlabLayers.outermost_pair_fraction_tendsto
```

```
'ChargedSlabLayers.outermost_pair_fraction_tendsto' depends on axioms: [propext, Classical.choice, Quot.sound]
```

For simulations of charged slabs, the formulas show how the fraction of the excess charge on the surface layers converges with thickness in a linear model with one uniform $\kappa$ and an odd number of layers. A real surface may screen differently from the interior, and a periodic supercell adds images and a compensating charge, neither of which appears in this model.
